# Cubic vector modes have the same LO and TO frequencies in every direction of approach to Γ

After a phonon calculation at Γ for a polar crystal, a code picks a direction $q$, adds the dipole term for that direction to the dynamical matrix, and diagonalises again to obtain the longitudinal optical (LO) frequencies. For a cubic crystal it is common to do this for one direction and to quote the result without naming it. That step is justified, within a harmonic model of finitely many vector modes, by a factorisation of the characteristic polynomial.

## The characteristic polynomial splits into two transverse factors and one longitudinal factor

Let $n$ be a finite set of labels for the vector modes, meaning triples of displacement patterns that transform like $x,y,z$. In rock salt or zinc blende, $n$ can be the set of atoms in the primitive cell. Let $k$ be the real $n\times n$ matrix of the analytic part, which is what the calculation at Γ gives without a macroscopic field. It includes the direction-independent part of the dipole interaction. Let $z\in\mathbb R^n$ be the vector of mode charges, and $q\in\mathbb R^3$ a unit vector. The limit of the dynamical matrix as Γ is approached along $q$ is

$$K(q)=k\otimes 1_3+zz^{T}\otimes qq^{T}.$$

Write $\chi_M(x)=\det(x1-M)$ for the characteristic polynomial of a matrix $M$, and $L=k+zz^{T}$ for the longitudinal block. Then

$$\chi_{K(q)}=\chi_k^{2}\,\chi_L .$$

The right-hand side does not contain $q$, so the squared frequencies and their multiplicities are the same for all directions.

In Gaussian-type atomic units, with scalar Born charges $Z_i$, masses $M_i$, cell volume $\Omega$ and scalar electronic dielectric constant $\varepsilon_\infty$, the charges are $z_i=\sqrt{4\pi/(\Omega\varepsilon_\infty)}\;Z_i/\sqrt{M_i}$. The product $zz^T\otimes qq^T$ is then the usual non-analytic term. This is for $n$ the set of atoms; for symmetry-adapted modes, $Z_i/\sqrt{M_i}$ is replaced by the dipole moment per unit mass-weighted amplitude of the mode.

## Comparing two directions in a phonon code

The identity gives a cheap regression check: build the matrix for $q=(1,0,0)$ and for $q=(1,1,1)/\sqrt3$, diagonalise both, and compare the sorted eigenvalues. If they differ by more than rounding, either the input does not have the form $K(q)$, for instance because the Born charges were not symmetrised, or the dipole term was assembled wrongly.

The normalisation of $q$ matters here. With a single mode, $k=0$ and $z=1$, the eigenvalues are $0,0,q\cdot q$, so two vectors of different length give different spectra. Codes that divide the dipole term by $q\cdot\varepsilon_\infty q$ have this normalisation built in.

The check has a blind spot. The identity holds for every $z$, so a wrong prefactor in the dipole term passes unnoticed. The ratio $\det L/\det k$ derived below does change with the prefactor, so comparing it with an independently obtained ratio of the static to the electronic dielectric constant can reveal the error. Evaluating both sides of that formula with the same wrong $z$ cannot.

In a cubic perovskite the oxygen sites do not have full cubic symmetry, and the matrix in the atomic basis is not of the form $k\otimes 1_3$ plus a dipole term. There $n$ has to label symmetry-adapted vector modes.

## Derivation from a rank-one update

**Determinant of an update.** Let $AB=1$ and let $u,v$ be vectors. Then $A+uv^T=A\,(1+(Bu)v^T)$, so

$$\det(A+uv^T)=\det A\;\det\bigl(1+(Bu)v^T\bigr).$$

For a column $c$ and a row $r$, the block matrix $\begin{pmatrix}1&-c\\ r&1\end{pmatrix}$ has determinant $1+rc$ if the upper left block is eliminated first, and $\det(1+cr)$ if the lower right one is. The two are equal, and with $c=Bu$, $r=v^T$ this gives

$$\det(A+uv^T)=\det A\,(1+v\cdot Bu).$$

**Both matrices are updates.** Fix $x$ with $\det(x1-k)\neq0$, and put $A=x1-k$ and $s=z\cdot A^{-1}z$. Since $x1-L=A-zz^T$,

$$\chi_L(x)=\det A\,(1-s).$$

For the full matrix, the entries of the dipole term are $z_iz_jq_aq_b=(z_iq_a)(z_jq_b)$, so

$$x1-K(q)=A\otimes 1_3-(z\otimes q)(z\otimes q)^T .$$

The inverse of $A\otimes1_3$ is $A^{-1}\otimes1_3$, and its determinant is $(\det A)^3$. The scalar in the update formula is

$$(z\otimes q)\cdot(A^{-1}z\otimes q)=(z\cdot A^{-1}z)(q\cdot q)=s .$$

Therefore

$$\chi_{K(q)}(x)=(\det A)^3(1-s)=(\det A)^2\,\chi_L(x)=\chi_k(x)^2\chi_L(x).$$

**The eigenvalues of $k$.** At these $x$ the inverse does not exist. Multiply the claimed identity by $\chi_k$:

$$\chi_{K(q)}\,\chi_k=\chi_k^2\,\chi_L\,\chi_k .$$

Where $\chi_k(x)\ne0$ this follows from the previous step, and where $\chi_k(x)=0$ both sides vanish. The two polynomials agree at every real $x$ and so are equal. Since $\chi_k$ is monic, it is not the zero polynomial and can be cancelled.

**The displacement patterns.** For mass-weighted amplitudes $u\in\mathbb R^n$ and a polarisation $e\in\mathbb R^3$,

$$K(q)(u\otimes e)=ku\otimes e+(z\cdot u)(q\cdot e)\,z\otimes q .$$

If $q\cdot e=0$ and $ku=wu$, the result is $w\,u\otimes e$, a transverse mode. If $e=q$, the result is $(Lu)\otimes q$, so a solution of $Lu=wu$ gives a longitudinal mode with squared frequency $w$. If $u$ and $e$ have unit length, so has $u\otimes e$. The frequencies stay fixed when $q$ turns, while the longitudinal patterns turn with it.

**The determinant ratio.** If $k$ is invertible, the update formula with $A=k$ and $u=v=z$ gives

$$\frac{\det L}{\det k}=1+z\cdot k^{-1}z .$$

The left side is the product of the squared LO frequencies divided by that of the squared transverse optical (TO) ones, each TO pair counted once. With the charges defined above, the right side is the harmonic lattice expression for $\varepsilon_0/\varepsilon_\infty$, where $\varepsilon_0$ is the static dielectric constant at fixed strain. That reading turns the formula into the Lyddane–Sachs–Teller relation for several modes. If $n$ labels all atoms of the primitive cell, uniform translation makes $k$ singular, and both $k$ and $z$ have to be restricted to the optical modes first.

## The Lean file

```lean
import Mathlib

open Matrix
open scoped Kronecker

namespace LOTOSplitting

noncomputable section

variable {n : Type*}

/-- The displacement pattern `u ⊗ e`: mode amplitudes `u`, all polarised along `e`. -/
def mode (u : n → ℝ) (e : Fin 3 → ℝ) : n × Fin 3 → ℝ :=
  fun p => u p.1 * e p.2

/-- The dynamical matrix of cubic vector modes near Gamma: an analytic part `k`, equal for the three
Cartesian axes, plus the dipole term of the mode charges `z` along `q`. -/
def dynMat (k : Matrix n n ℝ) (z : n → ℝ) (q : Fin 3 → ℝ) :
    Matrix (n × Fin 3) (n × Fin 3) ℝ :=
  k ⊗ₖ (1 : Matrix (Fin 3) (Fin 3) ℝ) + vecMulVec z z ⊗ₖ vecMulVec q q

/-- The longitudinal block: the analytic part `k` stiffened by `z zᵀ`. -/
def longitudinal (k : Matrix n n ℝ) (z : n → ℝ) : Matrix n n ℝ :=
  k + vecMulVec z z

/-- If the matrix `k` is symmetric, so is the full dynamical matrix. -/
theorem dynMat_isSymm {k : Matrix n n ℝ} (hk : k.IsSymm) (z : n → ℝ) (q : Fin 3 → ℝ) :
    (dynMat k z q).IsSymm := by
  have h1 : (1 : Matrix (Fin 3) (Fin 3) ℝ).IsSymm := Matrix.transpose_one
  apply Matrix.IsSymm.ext
  rintro ⟨i, a⟩ ⟨j, b⟩
  simp only [dynMat, Matrix.add_apply, Matrix.kroneckerMap_apply, Matrix.vecMulVec_apply]
  rw [hk.apply i j, h1.apply a b]
  ring

variable [Fintype n]

/-- The matrix `q qᵀ` sends a vector `e` to `(q · e) q`. -/
theorem dyad_mulVec (q e : n → ℝ) : vecMulVec q q *ᵥ e = (q ⬝ᵥ e) • q := by
  ext i
  simp only [Matrix.mulVec, dotProduct, Matrix.vecMulVec_apply, Pi.smul_apply, smul_eq_mul,
    Finset.sum_mul]
  exact Finset.sum_congr rfl fun j _ => by ring

/-- A Kronecker product acts separately on the amplitudes and on the polarisation. -/
theorem kronecker_mulVec_mode (A : Matrix n n ℝ) (C : Matrix (Fin 3) (Fin 3) ℝ)
    (u : n → ℝ) (e : Fin 3 → ℝ) :
    (A ⊗ₖ C) *ᵥ mode u e = mode (A *ᵥ u) (C *ᵥ e) := by
  ext ⟨i, a⟩
  simp only [Matrix.mulVec, dotProduct, mode, Matrix.kroneckerMap_apply,
    Fintype.sum_prod_type, Finset.sum_mul_sum]
  exact Finset.sum_congr rfl fun j _ => Finset.sum_congr rfl fun b _ => by ring

/-- Transverse modes: if `u` solves the eigenvalue equation of `k` and `e` is perpendicular
to `q`, then `u ⊗ e` solves that of the dynamical matrix with the same squared frequency. -/
theorem transverse_mode {k : Matrix n n ℝ} {u : n → ℝ} {w : ℝ} (hu : k *ᵥ u = w • u)
    (z : n → ℝ) {q e : Fin 3 → ℝ} (he : q ⬝ᵥ e = 0) :
    dynMat k z q *ᵥ mode u e = w • mode u e := by
  rw [dynMat, Matrix.add_mulVec, kronecker_mulVec_mode, kronecker_mulVec_mode,
    Matrix.one_mulVec, dyad_mulVec q e, he, hu, zero_smul]
  ext p
  simp only [mode, Pi.add_apply, Pi.smul_apply, Pi.zero_apply, smul_eq_mul]
  ring

/-- Longitudinal modes: if `v` solves the eigenvalue equation of `k + z zᵀ` and `q` is a unit
vector, then `v ⊗ q` solves that of the dynamical matrix with the same squared frequency. -/
theorem longitudinal_mode {k : Matrix n n ℝ} {z v : n → ℝ} {w : ℝ}
    (hv : longitudinal k z *ᵥ v = w • v) {q : Fin 3 → ℝ} (hq : q ⬝ᵥ q = 1) :
    dynMat k z q *ᵥ mode v q = w • mode v q := by
  rw [dynMat, Matrix.add_mulVec, kronecker_mulVec_mode, kronecker_mulVec_mode,
    Matrix.one_mulVec, dyad_mulVec q q, hq, one_smul]
  ext p
  have h := congrFun hv p.1
  simp only [longitudinal, Matrix.add_mulVec, Pi.add_apply, Pi.smul_apply, smul_eq_mul] at h
  simp only [mode, Pi.add_apply, Pi.smul_apply, smul_eq_mul]
  linear_combination q p.2 * h

variable [DecidableEq n]

/-- Matrix determinant lemma: adding `u vᵀ` to a matrix `A` with inverse `B` multiplies its
determinant by `1 + v · B u`. -/
theorem det_add_vecMulVec (A B : Matrix n n ℝ) (h : A * B = 1) (u v : n → ℝ) :
    (A + vecMulVec u v).det = A.det * (1 + v ⬝ᵥ (B *ᵥ u)) := by
  have h1 : A * vecMulVec (B *ᵥ u) v = vecMulVec (A *ᵥ (B *ᵥ u)) v := by
    ext i j
    simp only [Matrix.mul_apply, Matrix.vecMulVec_apply, Matrix.mulVec, dotProduct,
      Finset.sum_mul, mul_assoc]
  have h2 : A + vecMulVec u v = A * (1 + vecMulVec (B *ᵥ u) v) := by
    rw [mul_add, mul_one, h1, Matrix.mulVec_mulVec, h, Matrix.one_mulVec]
  -- a column times a row: exchange the factors to reach a 1 by 1 determinant
  have h3 : vecMulVec (B *ᵥ u) v =
      (Matrix.of fun i (_ : Unit) => (B *ᵥ u) i) * (Matrix.of fun (_ : Unit) j => v j) := by
    ext i j
    simp [Matrix.mul_apply, Matrix.vecMulVec_apply]
  rw [h2, Matrix.det_mul, h3, Matrix.det_one_add_mul_comm]
  congr 1
  rw [Matrix.det_unique]
  simp [Matrix.mul_apply, dotProduct]

/-- The characteristic polynomial of `M` takes the value `det (x - M)` at `x`. -/
theorem charpoly_eval_eq_det (M : Matrix n n ℝ) (x : ℝ) :
    M.charpoly.eval x = (x • (1 : Matrix n n ℝ) - M).det := by
  rw [Matrix.charpoly, ← Polynomial.coe_evalRingHom, RingHom.map_det]
  refine congrArg Matrix.det ?_
  ext i j
  by_cases h : i = j
  · subst h
    simp
  · simp [h]

/-- For a unit vector `q`, the characteristic polynomial of the dynamical matrix is the square of
the characteristic polynomial of `k`, times that of `k + z zᵀ`. -/
theorem charpoly_dynMat (k : Matrix n n ℝ) (z : n → ℝ) {q : Fin 3 → ℝ} (hq : q ⬝ᵥ q = 1) :
    (dynMat k z q).charpoly = k.charpoly ^ 2 * (longitudinal k z).charpoly := by
  -- an extra factor `det (x - k)` takes care of the points where `x - k` is singular
  apply mul_right_cancel₀ k.charpoly_monic.ne_zero
  apply Polynomial.funext
  intro x
  simp only [Polynomial.eval_mul, Polynomial.eval_pow, charpoly_eval_eq_det]
  by_cases hx : (x • (1 : Matrix n n ℝ) - k).det = 0
  · rw [hx]
    simp
  have hA := Matrix.mul_nonsing_inv _ (isUnit_iff_ne_zero.mpr hx)
  have hI : (1 : Matrix (n × Fin 3) (n × Fin 3) ℝ) =
      (1 : Matrix n n ℝ) ⊗ₖ (1 : Matrix (Fin 3) (Fin 3) ℝ) := Matrix.one_kronecker_one.symm
  have hinv : ((x • (1 : Matrix n n ℝ) - k) ⊗ₖ (1 : Matrix (Fin 3) (Fin 3) ℝ)) *
      ((x • (1 : Matrix n n ℝ) - k)⁻¹ ⊗ₖ (1 : Matrix (Fin 3) (Fin 3) ℝ)) = 1 := by
    rw [← Matrix.mul_kronecker_mul, hA, one_mul, hI]
  -- both matrices are rank-one updates
  have hK : x • (1 : Matrix (n × Fin 3) (n × Fin 3) ℝ) - dynMat k z q =
      (x • (1 : Matrix n n ℝ) - k) ⊗ₖ (1 : Matrix (Fin 3) (Fin 3) ℝ) +
        vecMulVec (-mode z q) (mode z q) := by
    rw [hI]
    ext ⟨i, a⟩ ⟨j, b⟩
    simp only [dynMat, mode, Matrix.sub_apply, Matrix.add_apply, Matrix.smul_apply,
      smul_eq_mul, Matrix.kroneckerMap_apply, Matrix.vecMulVec_apply, Pi.neg_apply]
    ring
  have hL : x • (1 : Matrix n n ℝ) - longitudinal k z =
      (x • (1 : Matrix n n ℝ) - k) + vecMulVec (-z) z := by
    ext i j
    simp only [longitudinal, Matrix.sub_apply, Matrix.add_apply, Matrix.smul_apply,
      smul_eq_mul, Matrix.vecMulVec_apply, Pi.neg_apply]
    ring
  have hdot : ∀ v : n → ℝ, mode z q ⬝ᵥ mode v q = (z ⬝ᵥ v) * (q ⬝ᵥ q) := by
    intro v
    simp only [dotProduct, mode, Fintype.sum_prod_type, Finset.sum_mul_sum]
    exact Finset.sum_congr rfl fun j _ => Finset.sum_congr rfl fun b _ => by ring
  rw [hK, hL, det_add_vecMulVec _ _ hinv, det_add_vecMulVec _ _ hA, Matrix.det_kronecker]
  simp only [Matrix.mulVec_neg, dotProduct_neg, kronecker_mulVec_mode, Matrix.one_mulVec,
    hdot, hq, Matrix.det_one, one_pow, Fintype.card_fin]
  ring

/-- The squared frequencies, as roots of the characteristic polynomial with multiplicity, are
the same for any two unit vectors `q` and `q'` along which Gamma is approached. -/
theorem frequencies_direction_independent (k : Matrix n n ℝ) (z : n → ℝ)
    {q q' : Fin 3 → ℝ} (hq : q ⬝ᵥ q = 1) (hq' : q' ⬝ᵥ q' = 1) :
    (dynMat k z q).charpoly.roots = (dynMat k z q').charpoly.roots := by
  rw [charpoly_dynMat k z hq, charpoly_dynMat k z hq']

/-- If `k` is invertible, the determinant of the longitudinal block is that of `k` times
`1 + z · k⁻¹ z`. -/
theorem det_longitudinal {k : Matrix n n ℝ} (hk : k.det ≠ 0) (z : n → ℝ) :
    (longitudinal k z).det = k.det * (1 + z ⬝ᵥ (k⁻¹ *ᵥ z)) :=
  det_add_vecMulVec k k⁻¹ (Matrix.mul_nonsing_inv k (isUnit_iff_ne_zero.mpr hk)) z z

end

end LOTOSplitting
```

```lean
#print axioms LOTOSplitting.transverse_mode
-- 'LOTOSplitting.transverse_mode' depends on axioms: [propext, Classical.choice, Quot.sound]
#print axioms LOTOSplitting.longitudinal_mode
-- 'LOTOSplitting.longitudinal_mode' depends on axioms: [propext, Classical.choice, Quot.sound]
#print axioms LOTOSplitting.frequencies_direction_independent
-- 'LOTOSplitting.frequencies_direction_independent' depends on axioms: [propext, Classical.choice, Quot.sound]
#print axioms LOTOSplitting.det_longitudinal
-- 'LOTOSplitting.det_longitudinal' depends on axioms: [propext, Classical.choice, Quot.sound]
```

## Reading the statements

The type `n` holds the mode labels and `Fin 3` the Cartesian axes. A displacement pattern is a function on `n × Fin 3`, and `mode u e` is $u\otimes e$. The matrix `vecMulVec z z` is $zz^T$, `⊗ₖ` is the Kronecker product, `dynMat k z q` is $K(q)$, and `longitudinal k z` is $L$.

The main theorem, `charpoly_dynMat`, says that for every real matrix `k`, every `z` and every `q` with `q ⬝ᵥ q = 1`, the characteristic polynomial of $K(q)$ is $\chi_k^2\chi_L$. Symmetry of `k` is not required. It enters only in `dynMat_isSymm`, which says that $K(q)$ is then symmetric too.

In `frequencies_direction_independent`, the squared frequencies are `charpoly.roots`, the multiset of real roots. For symmetric `k` these are all $3|n|$ eigenvalues. A negative root is allowed and stands for an unstable mode.

The theorems `transverse_mode` and `longitudinal_mode` state the eigenvalue equations for the two kinds of pattern, and `det_longitudinal` is the determinant ratio, written as a product.

## From the derivation to the tactics

The lemma `det_add_vecMulVec` is the update formula. Its step `h2` pulls out the factor $A$, `h3` writes the dyad as a column times a row, and `Matrix.det_one_add_mul_comm` exchanges the two, which leaves a $1\times1$ determinant.

The lemmas `dyad_mulVec` and `kronecker_mulVec_mode` say how $qq^T$ and a Kronecker product act on vectors. The two mode theorems combine them with the given eigenvalue equation.

Inside `charpoly_dynMat`, `hA` and `hinv` provide the inverses of $A$ and $A\otimes1_3$. The steps `hK` and `hL` write $x1-K(q)$ and $x1-L$ as updates, with the minus sign placed on the first vector. The step `hdot` factorises the scalar product, and `hq` sets $q\cdot q$ to one. After `Matrix.det_kronecker` has supplied $(\det A)^3$, `ring` compares the two sides.

## Cancelling a monic factor to reach the singular points

The formula with $A^{-1}$ fails at the eigenvalues of $k$, which are the transverse squared frequencies themselves. A common way round this is to perturb $x$ and appeal to continuity. The file uses algebra, in two lines.

The first is `apply mul_right_cancel₀ k.charpoly_monic.ne_zero`. It works backwards: to prove that two polynomials are equal, it suffices to prove it after multiplying both by `k.charpoly`, because that polynomial is nonzero. The second, `apply Polynomial.funext`, replaces the equality of polynomials by equality of their values at every real $x$, which is enough because $\mathbb R$ is an infinite field.

The order matters. With the extra factor in place, the case `hx`, where $\det(x1-k)=0$, reads $0=0$ and `simp` closes it. Without the factor, that case would ask for $\chi_{K(q)}(x)=0$ at an eigenvalue of $k$, which needs an argument of its own. The same two lines serve for other identities between characteristic polynomials that are first obtained where $x1-M$ is invertible for some matrix $M$.

## What a code may take from the theorems, and what it must supply

For any input of the form $K(q)$ with a unit vector $q$, the spectrum is independent of direction for any finite number of modes, including degenerate and unstable ones.

The form itself is an assumption. That the analytic part is the same for the three axes, and that each mode carries a single charge, expresses cubic symmetry and is put into the definition of `dynMat`. The limit of small wave vector is likewise taken beforehand: the file starts from the limiting dipole term and does not derive it from the Coulomb interaction. In a uniaxial crystal the dielectric tensor and the charges differ between axes, and LO frequencies there generally do depend on direction.

The dielectric constants appear nowhere in the file, so the link between `det_longitudinal` and $\varepsilon_0/\varepsilon_\infty$ rests on the physical definition of $z$. The theorems concern real numbers, and the effect of floating-point rounding on computed eigenvalues has to be judged separately.
